# How site occupations limit the current on one lattice bond

Take two sites with one spin-orbital each, occupations $a$ and $b$, and a purely imaginary coherence between them. The one-body density matrix $D$ and its complement are

$$
D=\begin{pmatrix} a & ic\\ -ic & b\end{pmatrix},\qquad
1-D=\begin{pmatrix} 1-a & -ic\\ ic & 1-b\end{pmatrix}.
$$

For real hopping $t$ and $\hbar=1$ the bond current is $J=2t\,\mathrm{Im}\,D_{12}=2tc$. A one-body density matrix of fermions needs $D\ge 0$ and $1-D\ge 0$. With $a,b\in[0,1]$, the two determinants give $c^2\le ab$ and $c^2\le(1-a)(1-b)$. The particles on the bond set the first limit and the holes set the second.

At $a=b=0.1$ the current is at most $0.2\,|t|$ in magnitude, and at $a=b=0.9$ the limit is the same. At $a=b=0.5$ it is $|t|$.

## The bound for a bond in a larger lattice

Let a finite lattice have prescribed occupations $f_k\in[0,1]$ on all sites, and let $i\ne j$ be two of them. A Hermitian matrix $D$ with $0\le D\le 1$, diagonal $f$ and bond current $J=2t\,\mathrm{Im}\,D_{ij}$ exists if and only if

$$
J^2\le 4t^2\min\bigl(f_if_j,\,(1-f_i)(1-f_j)\bigr).
$$

The other occupations do not enter the bound. If only $f_i$ and $f_j$ are prescribed, the criterion is therefore the same, since the remaining sites can be left empty.

## Screening target densities and currents

A lattice current-DFT code that searches for a system with given occupations and a given bond current, at a fixed hopping strength on that bond, can test the target first. If the inequality fails, no one-body density matrix has these values, and the search cannot succeed. For a density matrix that a code has produced, a violation beyond rounding shows that $0\le D\le1$ fails. Passing the test does not prove that these limits hold, because the real part of $D_{ij}$ is not tested.

The test assumes an orthonormal site basis and one spin-orbital per site. For a spin-summed matrix with occupations up to 2, apply it to $D/2$ and $J/2$.

## Derivation from two-site minors and a trial matrix

**The bound is necessary.** Let $M$ be positive semidefinite. Its principal minor on sites $i,j$ is nonnegative, and $M_{ji}=M_{ij}^*$, so

$$
(\mathrm{Im}\,M_{ij})^2\le |M_{ij}|^2\le M_{ii}M_{jj}.
$$

For $M=D$ this gives $(\mathrm{Im}\,D_{ij})^2\le f_if_j$. For $M=1-D$ the off-diagonal entry is $-D_{ij}$, because $i\neq j$, and the result is $(\mathrm{Im}\,D_{ij})^2\le(1-f_i)(1-f_j)$. Multiplying the smaller limit by $4t^2$ gives the bound on $J^2$.

**The bound is sufficient.** Let $T(f,c)$ have diagonal $f$, entries $T_{ij}=ic$ and $T_{ji}=-ic$, and zeros elsewhere. For any vector $x$,

$$
x^\dagger T x=\sum_k f_k|x_k|^2+2cu,\qquad
u=\mathrm{Im}\,x_i\,\mathrm{Re}\,x_j-\mathrm{Re}\,x_i\,\mathrm{Im}\,x_j .
$$

Here $u^2\le|x_i|^2|x_j|^2$. Write $A=f_i|x_i|^2$ and $B=f_j|x_j|^2$. If $c^2\le f_if_j$, then

$$
(2cu)^2\le 4AB\le (A+B)^2,
$$

so $2cu\ge-(A+B)$. The remaining terms of the sum are nonnegative, hence $x^\dagger Tx\ge0$.

The upper limit $T\le1$ follows in the same way, because

$$
1-T(f,c)=T(1-f,-c).
$$

The same estimate shows that this matrix is positive when $c^2\le(1-f_i)(1-f_j)$.

It remains to choose $c$. For $t\ne0$ take $c=J/(2t)$; the assumed inequality then gives both conditions on $c^2$. For $t=0$ the inequality forces $J=0$, and $c=0$ works.

## The Lean file

```lean
import Mathlib

open Matrix
open scoped ComplexOrder

namespace BondCurrentRepresentability

noncomputable section

variable {n : Type*} [Fintype n] [DecidableEq n]

/-- A one-body density matrix of fermions: Hermitian with `0 ≤ D ≤ 1`. -/
def IsDensityMatrix (D : Matrix n n ℂ) : Prop :=
  D.PosSemidef ∧ (1 - D).PosSemidef

/-- The current `2 t Im D_ij` on the bond between sites `i` and `j` with real hopping `t`. -/
def bondCurrent (t : ℝ) (D : Matrix n n ℂ) (i j : n) : ℝ :=
  2 * t * (D i j).im

/-- The trial matrix with site occupations `f` and an imaginary coherence `i c` on one bond. -/
def trialMatrix (f : n → ℝ) (i j : n) (c : ℝ) : Matrix n n ℂ :=
  diagonal (fun k => (f k : ℂ)) + single i j ((c : ℂ) * Complex.I)
    + single j i (-((c : ℂ) * Complex.I))

omit [Fintype n] [DecidableEq n] in
/-- In a positive semidefinite matrix the squared imaginary part of an entry is at most the
product of the two diagonal entries belonging to it. -/
theorem im_sq_le_diag {M : Matrix n n ℂ} (hM : M.PosSemidef) (i j : n) :
    (M i j).im ^ 2 ≤ (M i i).re * (M j j).re := by
  -- the two-site principal minor is nonnegative
  have hd : 0 ≤ M i i * M j j - M i j * M j i := by
    have h := (hM.submatrix ![i, j]).det_nonneg
    rw [Matrix.det_fin_two] at h
    exact h
  have hii := congrArg Complex.im (hM.1.apply i i)
  simp only [Complex.star_def, Complex.conj_im] at hii
  have hi0 : (M i i).im = 0 := by linarith
  rw [← hM.1.apply j i] at hd
  have hr := (Complex.le_def.1 hd).1
  simp only [Complex.sub_re, Complex.mul_re, Complex.star_def, Complex.conj_re,
    Complex.conj_im, Complex.zero_re, hi0] at hr
  nlinarith [sq_nonneg (M i j).re]

/-- The trial matrix is positive semidefinite if the occupations are nonnegative, the two sites
of the bond are distinct and `c² ≤ f_i f_j`. -/
theorem trialMatrix_posSemidef {f : n → ℝ} (hf : ∀ k, 0 ≤ f k) {i j : n} (hij : i ≠ j)
    {c : ℝ} (hc : c ^ 2 ≤ f i * f j) : (trialMatrix f i j c).PosSemidef := by
  apply Matrix.PosSemidef.of_dotProduct_mulVec_nonneg
  · have hs : ∀ (p q : n) (w : ℂ), (single p q w)ᴴ = single q p (star w) := by
      intro p q w
      refine Matrix.ext fun k l => ?_
      by_cases h1 : p = l <;> by_cases h2 : q = k <;>
        simp [conjTranspose_apply, h1, h2]
    have hd : (diagonal fun k => (f k : ℂ))ᴴ = diagonal fun k => (f k : ℂ) := by
      rw [diagonal_conjTranspose]
      congr 1
      funext k
      simp
    have h1 : star ((c : ℂ) * Complex.I) = -((c : ℂ) * Complex.I) := by simp
    unfold Matrix.IsHermitian trialMatrix
    rw [conjTranspose_add, conjTranspose_add, hd, hs, hs, star_neg, h1, neg_neg]
    exact add_right_comm _ _ _
  · intro x
    have hs : ∀ (p q : n) (w : ℂ),
        star x ⬝ᵥ (single p q w *ᵥ x) = star (x p) * (w * x q) := by
      intro p q w
      simp only [dotProduct, mulVec, Pi.star_apply]
      rw [Finset.sum_eq_single p, Finset.sum_eq_single q]
      · simp
      · intro l _ hl
        simp [hl.symm]
      · simp
      · intro k _ hk
        simp [hk.symm]
      · simp
    have hd : star x ⬝ᵥ (diagonal (fun k => (f k : ℂ)) *ᵥ x)
        = ((∑ k, f k * Complex.normSq (x k) : ℝ) : ℂ) := by
      rw [Complex.ofReal_sum]
      refine Finset.sum_congr rfl fun k _ => ?_
      rw [mulVec_diagonal, Pi.star_apply, Complex.ofReal_mul,
        Complex.normSq_eq_conj_mul_self, Complex.star_def]
      ring
    have ho : star (x i) * ((c : ℂ) * Complex.I * x j)
        + star (x j) * (-((c : ℂ) * Complex.I) * x i)
        = ((2 * (c * ((x i).im * (x j).re - (x i).re * (x j).im)) : ℝ) : ℂ) := by
      apply Complex.ext <;>
        simp only [Complex.star_def, Complex.add_re, Complex.add_im, Complex.mul_re,
          Complex.mul_im, Complex.neg_re, Complex.neg_im, Complex.conj_re, Complex.conj_im,
          Complex.I_re, Complex.I_im, Complex.ofReal_re, Complex.ofReal_im] <;> ring
    rw [trialMatrix, add_mulVec, add_mulVec, dotProduct_add, dotProduct_add, hs, hs, hd,
      add_assoc, ho, ← Complex.ofReal_add]
    apply Complex.zero_le_real.2
    -- only the two sites of the bond are needed to balance the coherence
    have h2 := Finset.sum_le_sum_of_subset_of_nonneg (Finset.subset_univ {i, j})
      (fun k _ _ => mul_nonneg (hf k) (Complex.normSq_nonneg (x k)))
    rw [Finset.sum_pair hij] at h2
    set u := (x i).im * (x j).re - (x i).re * (x j).im with hu
    have hu2 : u ^ 2 ≤ Complex.normSq (x i) * Complex.normSq (x j) := by
      rw [Complex.normSq_apply, Complex.normSq_apply, hu]
      nlinarith [sq_nonneg ((x i).re * (x j).re + (x i).im * (x j).im)]
    have h3 := mul_le_mul hc hu2 (sq_nonneg u) (mul_nonneg (hf i) (hf j))
    have hA := mul_nonneg (hf i) (Complex.normSq_nonneg (x i))
    have hB := mul_nonneg (hf j) (Complex.normSq_nonneg (x j))
    have h4 : (2 * (c * u)) ^ 2
        ≤ (f i * Complex.normSq (x i) + f j * Complex.normSq (x j)) ^ 2 := by
      nlinarith [sq_nonneg (f i * Complex.normSq (x i) - f j * Complex.normSq (x j))]
    have h5 := (abs_le.1 (abs_le_of_sq_le_sq h4 (add_nonneg hA hB))).1
    linarith

omit [Fintype n] in
/-- Subtracting a trial matrix from the identity gives the trial matrix with occupations `1 - f` and
the opposite sign of `c`. -/
theorem one_sub_trialMatrix (f : n → ℝ) (i j : n) (c : ℝ) :
    1 - trialMatrix f i j c = trialMatrix (fun k => 1 - f k) i j (-c) := by
  refine Matrix.ext fun k l => ?_
  simp only [trialMatrix, Matrix.sub_apply, Matrix.add_apply, Matrix.one_apply,
    diagonal_apply, single_apply]
  push_cast
  split_ifs <;> ring

omit [Fintype n] in
/-- For a fermionic one-body density matrix, the squared current on a bond between distinct sites is
at most `4 t²` times the smaller of two products: that of the two occupations `D_ii`, `D_jj` and
that of the two hole occupations `1 - D_ii`, `1 - D_jj`. -/
theorem bondCurrent_sq_le {D : Matrix n n ℂ} (hD : IsDensityMatrix D) {i j : n} (hij : i ≠ j)
    (t : ℝ) : bondCurrent t D i j ^ 2 ≤
      4 * t ^ 2 * min ((D i i).re * (D j j).re) ((1 - (D i i).re) * (1 - (D j j).re)) := by
  have h1 := im_sq_le_diag hD.1 i j
  have h2 := im_sq_le_diag hD.2 i j
  simp only [Matrix.sub_apply, Matrix.one_apply_eq, Matrix.one_apply_ne hij, Complex.sub_re,
    Complex.one_re, zero_sub, Complex.neg_im, neg_sq] at h2
  calc bondCurrent t D i j ^ 2 = 4 * t ^ 2 * (D i j).im ^ 2 := by
        unfold bondCurrent
        ring
    _ ≤ _ := mul_le_mul_of_nonneg_left (le_min h1 h2) (by positivity)

/-- A current with `J² ≤ 4 t² m`, `m ≥ 0`, comes from a coherence `c` with `c² ≤ m`. -/
theorem exists_coherence {t J m : ℝ} (hm : 0 ≤ m) (h : J ^ 2 ≤ 4 * t ^ 2 * m) :
    ∃ c : ℝ, 2 * t * c = J ∧ c ^ 2 ≤ m := by
  by_cases ht : t = 0
  · subst ht
    have hJ : J = 0 := by nlinarith [sq_nonneg J]
    exact ⟨0, by simp [hJ], by simpa using hm⟩
  · have h1 : 2 * t * (J / (2 * t)) = J := by field_simp
    refine ⟨J / (2 * t), h1, ?_⟩
    have hp : 0 < 4 * t ^ 2 := by positivity
    refine le_of_mul_le_mul_left ?_ hp
    calc 4 * t ^ 2 * (J / (2 * t)) ^ 2 = (2 * t * (J / (2 * t))) ^ 2 := by ring
      _ ≤ _ := by rw [h1]; exact h

/-- Occupations `f` in `[0,1]` on all sites and a current `J` on the bond between distinct sites
`i`, `j` belong to a common density matrix iff
`J² ≤ 4 t² min (f_i f_j, (1 - f_i)(1 - f_j))`. -/
theorem density_current_representable_iff {f : n → ℝ} (hf : ∀ k, 0 ≤ f k ∧ f k ≤ 1)
    {i j : n} (hij : i ≠ j) (t J : ℝ) :
    (∃ D : Matrix n n ℂ, IsDensityMatrix D ∧ (∀ k, D k k = f k) ∧ bondCurrent t D i j = J) ↔
      J ^ 2 ≤ 4 * t ^ 2 * min (f i * f j) ((1 - f i) * (1 - f j)) := by
  constructor
  · rintro ⟨D, hD, hk, rfl⟩
    simpa only [hk, Complex.ofReal_re] using bondCurrent_sq_le hD hij t
  · intro h
    have hg : ∀ k, 0 ≤ 1 - f k := fun k => sub_nonneg.2 (hf k).2
    obtain ⟨c, hcJ, hc⟩ := exists_coherence
      (le_min (mul_nonneg (hf i).1 (hf j).1) (mul_nonneg (hg i) (hg j))) h
    refine ⟨trialMatrix f i j c, ⟨?_, ?_⟩, fun k => ?_, ?_⟩
    · exact trialMatrix_posSemidef (fun k => (hf k).1) hij (hc.trans (min_le_left _ _))
    · -- the holes obey the same positivity condition
      rw [one_sub_trialMatrix]
      exact trialMatrix_posSemidef hg hij (by rw [neg_sq]; exact hc.trans (min_le_right _ _))
    · have h1 : ¬(i = k ∧ j = k) := fun h => hij (h.1.trans h.2.symm)
      have h2 : ¬(j = k ∧ i = k) := fun h => hij (h.2.trans h.1.symm)
      simp only [trialMatrix, Matrix.add_apply, diagonal_apply_eq, single_apply, if_neg h1,
        if_neg h2, add_zero]
    · rw [← hcJ]
      simp [bondCurrent, trialMatrix, hij, hij.symm]

end

end BondCurrentRepresentability
```

```lean
#print axioms BondCurrentRepresentability.density_current_representable_iff
-- 'BondCurrentRepresentability.density_current_representable_iff' depends on axioms: [propext, Classical.choice, Quot.sound]
```

## Reading the theorem and its proof

The main theorem is `density_current_representable_iff`. Its objects correspond to the physics as follows.

- `n` is the finite set of sites, and `D : Matrix n n ℂ` is the one-body density matrix in an orthonormal basis.
- `IsDensityMatrix D` says that `D` and `1 - D` are positive semidefinite, which includes Hermiticity.
- `f : n → ℝ` gives the occupations, and `hf` places each of them in $[0,1]$. The condition `D k k = f k` fixes the whole diagonal.
- `bondCurrent t D i j` is defined as $2t\,\mathrm{Im}\,D_{ij}$. With $\hbar=1$, hopping term $-t(c_i^\dagger c_j+c_j^\dagger c_i)$ and $D_{ij}=\langle c_j^\dagger c_i\rangle$, it is the particle current from $j$ to $i$. The opposite index convention for $D$ reverses its sign, which the bound does not see.
- `t` and `J` are arbitrary real numbers.

The lemma `im_sq_le_diag` is the minor argument, and its final `nlinarith` discards the square of the real part. `bondCurrent_sq_le` applies it to `D` and to `1 - D`, which settles the forward direction.

For the converse, `trialMatrix_posSemidef` checks Hermiticity and then the quadratic form. `Finset.sum_le_sum_of_subset_of_nonneg` reduces the sum to the two bond sites, and `nlinarith` receives the square $(A-B)^2\ge0$, which is the step $4AB\le(A+B)^2$. `one_sub_trialMatrix` verifies the identity $1-T(f,c)=T(1-f,-c)$ entry by entry, and `exists_coherence` chooses $c$. The main proof then assembles the trial matrix and reads off its diagonal and current.

### Extracting a minor with `submatrix`

The necessary direction rests on the expression `(hM.submatrix ![i, j]).det_nonneg`. The vector `![i, j]` is a function from a two-element index set to the sites, and `submatrix` pulls the large matrix back along it to a $2\times2$ matrix. Mathlib knows that this preserves positive semidefiniteness and that the determinant is then nonnegative. `Matrix.det_fin_two` writes the determinant out as $M_{ii}M_{jj}-M_{ij}M_{ji}$.

The function need not be injective, so `im_sq_le_diag` requires no assumption $i\ne j$. The inequality `0 ≤` is one between complex numbers: under `ComplexOrder` it compares real parts and requires equal imaginary parts. The proof takes the real part with `Complex.le_def`.

### Occupations above one

Suppose the condition $f_k\le1$ is removed while $f_k\ge0$ is kept. On two sites take $f_1=f_2=2$ and $J=0$. The right-hand side of the bound is $4t^2\min(4,1)=4t^2$, so the inequality holds. Yet $1-D$ would have diagonal entries $-1$, and no density matrix exists. A code that evaluates only the inequality would accept this target, so it must also check the range of the occupations.

### Scope of the equivalence

The theorem concerns ensemble representability at the level of the one-body matrix. It does not provide a single Slater determinant, nor a Hamiltonian whose ground state or stationary state has the prescribed values. The limits $0\le D\le1$ enter as the definition of a density matrix; physically the lower limit says that no orbital has a negative occupation, and the upper limit expresses the Pauli principle.

Only one bond current is prescribed. Testing several bonds one at a time gives necessary conditions, but their currents may still be incompatible. With three sites at occupation $1/2$ and $t\ne0$, each bond alone can carry $|J|=|t|$. All three together would need coherences $\pm i/2$, and the resulting matrix has the negative eigenvalue $(1-\sqrt3)/2$.

The file treats real hopping. In a magnetic field the hopping is complex. With the hopping term $-(t\,c_j^\dagger c_i+t^*c_i^\dagger c_j)$ and $D_{ij}=\langle c_j^\dagger c_i\rangle$, the bond current is $2\,\mathrm{Im}(t\,D_{ij})$. Changing the phase of one site orbital makes this hopping real and leaves all occupations unchanged, so the criterion for a single bond holds with $|t|^2$ in place of $t^2$.
